# Above threshold, the integral of Im log(m² − s x(1−x) − iε) over x from 0 to 1 tends to −π√(1 − 4m²/s) as ε ↓ 0

For s > 4m², the one-loop bubble with two equal masses in four spacetime dimensions picks up an imaginary part from its logarithm:

∫₀¹ Im log(m² − s x(1−x) − iε) dx → −π √(1 − 4m²/s) as ε ↓ 0.

I know the quick argument: the logarithm contributes −π wherever its argument is negative, and the square root is the length of that region. I would like to see this made rigorous, including the side from which the branch cut is approached and the exchange of limit and integral, and then checked by machine. Can it be done in Lean with the ordinary principal logarithm?

## The phase is −π on an interval of length √(1 − 4m²/s)

Yes. The limit holds for every real m and s with s > 4m², so the massless case m = 0 with s > 0 is included. Write

Δ(x) = m² − s x(1−x),

B(ε) = ∫₀¹ Im log(Δ(x) − iε) dx,

β = √(1 − 4m²/s).

Since s > 4m² ≥ 0, we have s > 0 and 0 < β ≤ 1, and squaring gives sβ² = s − 4m².

**Sign of the denominator.** Completing the square with x(1−x) = 1/4 − (x − 1/2)² gives

Δ(x) = s(x − 1/2)² − (s − 4m²)/4

= s[(x − 1/2)² − β²/4]

= s (x − (1−β)/2)(x − (1+β)/2).

Because s is positive, Δ(x) is negative exactly when x lies strictly between the two roots (1−β)/2 and (1+β)/2. Both roots lie in [0,1], and their distance is β.

**Phase at fixed x.** The imaginary part of the principal logarithm is the argument, taken in (−π, π]. For a real number D and ε > 0, the point D − iε lies in the lower half plane, and

D > 0: arg(D − iε) = −arctan(ε/D) → 0,

D < 0: arg(D − iε) = −π + arctan(ε/|D|) → −π.

At a root of Δ the phase is −π/2 for every ε > 0, but two points do not affect the integral.

**Limit under the integral.** The phase never exceeds π in modulus, and the constant π is integrable on [0,1]. Dominated convergence therefore applies:

lim B(ε) = ∫₀¹ lim Im log(Δ(x) − iε) dx = (−π)·β + 0·(1 − β) = −πβ.

**At and below threshold.** If s ≤ 4m² and m ≠ 0, write

Δ(x) = 4m²(x − 1/2)² + (4m² − s) x(1−x).

Both terms are nonnegative on [0,1], and the first is positive except at x = 1/2. The phase tends to 0 at almost every x, and so B(ε) → 0. This includes negative s.

**The opposite prescription.** For ε ≠ 0, the numbers Δ + iε and Δ − iε are complex conjugates off the branch cut, so their phases are opposite and B(−ε) = −B(ε). Above threshold this gives

B(−ε) − B(ε) = −2B(ε) → 2πβ.

## The Lean file

```lean
import Mathlib

open Filter MeasureTheory
open scoped Real Topology

namespace BubbleImaginaryPart

noncomputable section

/-- The Feynman-parameter denominator `m² - s x (1 - x)` of the equal-mass one-loop bubble. -/
def feynmanDelta (m s x : ℝ) : ℝ := m ^ 2 - s * x * (1 - x)

/-- The integral over the Feynman parameter of the imaginary part of
`log (m² - s x (1 - x) - i ε)`, with the principal logarithm. -/
def bubbleIm (m s ε : ℝ) : ℝ :=
  ∫ x in (0 : ℝ)..1, (Complex.log ((feynmanDelta m s x : ℂ) - (ε : ℂ) * Complex.I)).im

/-- For a positive denominator the imaginary part of the logarithm vanishes as `ε` decreases
to zero. -/
theorem phase_of_pos {D : ℝ} (hD : 0 < D) :
    Tendsto (fun ε : ℝ => (Complex.log ((D : ℂ) - (ε : ℂ) * Complex.I)).im)
      (𝓝[>] 0) (𝓝 0) := by
  have h : Continuous (fun ε : ℝ => (D : ℂ) - (ε : ℂ) * Complex.I) := by fun_prop
  have hc := (h.tendsto' 0 (D : ℂ) (by simp)).mono_left
    (nhdsWithin_le_nhds (s := Set.Ioi (0 : ℝ)))
  have ht := (Complex.continuousAt_arg (Complex.ofReal_mem_slitPlane.2 hD)).tendsto.comp hc
  rw [Complex.arg_ofReal_of_nonneg hD.le] at ht
  simp only [Complex.log_im]
  exact ht

/-- For a negative denominator the imaginary part of the logarithm tends to `-π` as `ε`
decreases to zero. -/
theorem phase_of_neg {D : ℝ} (hD : D < 0) :
    Tendsto (fun ε : ℝ => (Complex.log ((D : ℂ) - (ε : ℂ) * Complex.I)).im)
      (𝓝[>] 0) (𝓝 (-π)) := by
  have h : Continuous (fun ε : ℝ => (D : ℂ) - (ε : ℂ) * Complex.I) := by fun_prop
  have hc := (h.tendsto' 0 (D : ℂ) (by simp)).mono_left
    (nhdsWithin_le_nhds (s := Set.Ioi (0 : ℝ)))
  -- the branch cut is approached from the lower half plane
  have hw : ∀ᶠ ε : ℝ in 𝓝[>] 0,
      (D : ℂ) - (ε : ℂ) * Complex.I ∈ {z : ℂ | z.im < 0} := by
    filter_upwards [self_mem_nhdsWithin] with ε hε
    simpa using hε
  have ht := (Complex.tendsto_arg_nhdsWithin_im_neg_of_re_neg_of_im_zero
    (z := (D : ℂ)) (by simpa using hD) (by simp)).comp (tendsto_nhdsWithin_iff.2 ⟨hc, hw⟩)
  simp only [Complex.log_im]
  exact ht

/-- If the imaginary part of the logarithm has a limit for almost every Feynman parameter,
the limit `ε → 0⁺` may be taken under the integral. -/
theorem tendsto_bubbleIm (m s : ℝ) (f : ℝ → ℝ)
    (h : ∀ᵐ x : ℝ, x ∈ Set.uIoc (0 : ℝ) 1 → Tendsto (fun ε : ℝ =>
      (Complex.log ((feynmanDelta m s x : ℂ) - (ε : ℂ) * Complex.I)).im)
      (𝓝[>] 0) (𝓝 (f x))) :
    Tendsto (bubbleIm m s) (𝓝[>] 0) (𝓝 (∫ x in (0 : ℝ)..1, f x)) := by
  unfold bubbleIm
  refine intervalIntegral.tendsto_integral_filter_of_dominated_convergence
    (fun _ => π) ?_ ?_ (continuous_const.intervalIntegrable _ _) h
  · refine Eventually.of_forall fun ε => Measurable.aestronglyMeasurable ?_
    have hc : Continuous (fun x : ℝ =>
        (feynmanDelta m s x : ℂ) - (ε : ℂ) * Complex.I) := by
      unfold feynmanDelta
      fun_prop
    exact Complex.measurable_im.comp (Complex.measurable_log.comp hc.measurable)
  · -- the principal argument never exceeds π in modulus
    refine Eventually.of_forall fun ε => Eventually.of_forall fun x _ => ?_
    rw [Complex.log_im, Real.norm_eq_abs]
    exact Complex.abs_arg_le_pi _

/-- If `s β² = s - 4m²`, the denominator factorises with roots `(1 - β)/2` and `(1 + β)/2`. -/
theorem feynmanDelta_factor {m s β : ℝ} (h : s * β ^ 2 = s - 4 * m ^ 2) (x : ℝ) :
    feynmanDelta m s x = s * ((x - (1 - β) / 2) * (x - (1 + β) / 2)) := by
  unfold feynmanDelta
  linear_combination (1 / 4) * h

/-- For `s > 0` and `β ≥ 0` with `s β² = s - 4m²`, the denominator is negative exactly for
Feynman parameters strictly between `(1 - β)/2` and `(1 + β)/2`. -/
theorem feynmanDelta_neg_iff {m s β : ℝ} (hs : 0 < s) (hβ : 0 ≤ β)
    (h : s * β ^ 2 = s - 4 * m ^ 2) (x : ℝ) :
    feynmanDelta m s x < 0 ↔ x ∈ Set.Ioo ((1 - β) / 2) ((1 + β) / 2) := by
  rw [feynmanDelta_factor h]
  constructor
  · intro hx
    constructor
    · by_contra hc
      have h1 : 0 ≤ (1 - β) / 2 - x := by linarith [not_lt.1 hc]
      have h2 : 0 ≤ (1 + β) / 2 - x := by linarith
      nlinarith [mul_nonneg hs.le (mul_nonneg h1 h2)]
    · by_contra hc
      have h1 : 0 ≤ x - (1 + β) / 2 := by linarith [not_lt.1 hc]
      have h2 : 0 ≤ x - (1 - β) / 2 := by linarith
      nlinarith [mul_nonneg hs.le (mul_nonneg h2 h1)]
  · rintro ⟨h1, h2⟩
    nlinarith [mul_pos hs (mul_pos (sub_pos.2 h1) (sub_pos.2 h2))]

/-- Above threshold, `s > 4m²`, the Feynman-parameter integral of the imaginary part of
`log (m² - s x (1 - x) - i ε)` tends to `-π √(1 - 4m²/s)` as `ε` decreases to zero. -/
theorem bubbleIm_above_threshold {m s : ℝ} (hs : 4 * m ^ 2 < s) :
    Tendsto (bubbleIm m s) (𝓝[>] 0) (𝓝 (-π * Real.sqrt (1 - 4 * m ^ 2 / s))) := by
  have hs0 : 0 < s := by nlinarith [sq_nonneg m]
  have hr : 0 ≤ 1 - 4 * m ^ 2 / s := sub_nonneg.2 ((div_le_one hs0).2 hs.le)
  have hβ1 : Real.sqrt (1 - 4 * m ^ 2 / s) ≤ 1 := by
    have hq : 0 ≤ 4 * m ^ 2 / s := by positivity
    exact Real.sqrt_le_iff.2 ⟨zero_le_one, by linarith⟩
  have hβ : s * Real.sqrt (1 - 4 * m ^ 2 / s) ^ 2 = s - 4 * m ^ 2 := by
    rw [Real.sq_sqrt hr, mul_sub, mul_one, mul_div_cancel₀ _ hs0.ne']
  have hβ0 := Real.sqrt_nonneg (1 - 4 * m ^ 2 / s)
  generalize Real.sqrt (1 - 4 * m ^ 2 / s) = β at hβ1 hβ hβ0 ⊢
  -- the limiting integrand is -π on an interval of length β and zero elsewhere
  have hint : ∫ x in (0 : ℝ)..1,
      (Set.Ioo ((1 - β) / 2) ((1 + β) / 2)).indicator (fun _ => -π) x = -π * β := by
    have hsub : Set.Ioo ((1 - β) / 2) ((1 + β) / 2) ⊆ Set.Ioc (0 : ℝ) 1 := by
      rintro x ⟨h1, h2⟩
      exact ⟨by linarith, by linarith⟩
    rw [intervalIntegral.integral_of_le zero_le_one, setIntegral_indicator measurableSet_Ioo,
      Set.inter_eq_right.2 hsub, setIntegral_const,
      Real.volume_real_Ioo_of_le (by linarith), smul_eq_mul]
    ring
  rw [← hint]
  apply tendsto_bubbleIm
  -- the two roots of the denominator do not contribute
  have ha : ({(1 - β) / 2} : Set ℝ)ᶜ ∈ ae (volume : Measure ℝ) :=
    compl_mem_ae_iff.2 (measure_singleton _)
  have hb : ({(1 + β) / 2} : Set ℝ)ᶜ ∈ ae (volume : Measure ℝ) :=
    compl_mem_ae_iff.2 (measure_singleton _)
  filter_upwards [ha, hb] with x hxa hxb _
  by_cases hx : x ∈ Set.Ioo ((1 - β) / 2) ((1 + β) / 2)
  · rw [Set.indicator_of_mem hx]
    exact phase_of_neg ((feynmanDelta_neg_iff hs0 hβ0 hβ x).2 hx)
  · rw [Set.indicator_of_notMem hx]
    have hne : feynmanDelta m s x ≠ 0 := by
      rw [feynmanDelta_factor hβ]
      exact mul_ne_zero hs0.ne' (mul_ne_zero (sub_ne_zero.2 hxa) (sub_ne_zero.2 hxb))
    have hnn := not_lt.1 (fun h => hx ((feynmanDelta_neg_iff hs0 hβ0 hβ x).1 h))
    exact phase_of_pos (lt_of_le_of_ne hnn hne.symm)

/-- For nonzero `m`, at and below threshold, `s ≤ 4m²`, the integrated imaginary part tends to zero
as `ε` decreases to zero. -/
theorem bubbleIm_below_threshold {m s : ℝ} (hs : s ≤ 4 * m ^ 2) (hm : m ≠ 0) :
    Tendsto (bubbleIm m s) (𝓝[>] 0) (𝓝 0) := by
  have key := tendsto_bubbleIm m s (fun _ => 0) (by
    have ha : ({1 / 2} : Set ℝ)ᶜ ∈ ae (volume : Measure ℝ) :=
      compl_mem_ae_iff.2 (measure_singleton _)
    filter_upwards [ha] with x hxa hx
    rw [Set.uIoc_of_le zero_le_one] at hx
    apply phase_of_pos
    have h1 : 0 ≤ x * (1 - x) := mul_nonneg hx.1.le (sub_nonneg.2 hx.2)
    have h2 : 0 < (m * (x - 1 / 2)) ^ 2 :=
      pow_pos_of_ne_zero_sq (mul_ne_zero hm (sub_ne_zero.2 hxa))
    unfold feynmanDelta
    nlinarith [mul_nonneg (sub_nonneg.2 hs) h1])
  simpa using key
where
  pow_pos_of_ne_zero_sq {a : ℝ} (ha : a ≠ 0) : 0 < a ^ 2 := by positivity

/-- Reversing the sign of a nonzero `ε` reverses the sign of the integrated imaginary part. -/
theorem bubbleIm_neg (m s : ℝ) {ε : ℝ} (hε : ε ≠ 0) :
    bubbleIm m s (-ε) = -bubbleIm m s ε := by
  unfold bubbleIm
  rw [← intervalIntegral.integral_neg]
  apply intervalIntegral.integral_congr
  intro x _
  have hz : ((feynmanDelta m s x : ℂ) - (ε : ℂ) * Complex.I).arg ≠ π := by
    intro h
    exact hε (by simpa using (Complex.arg_eq_pi_iff.1 h).2)
  have hc : (feynmanDelta m s x : ℂ) - ((-ε : ℝ) : ℂ) * Complex.I =
      starRingEnd ℂ ((feynmanDelta m s x : ℂ) - (ε : ℂ) * Complex.I) := by
    apply Complex.ext <;> simp
  beta_reduce
  rw [hc, Complex.log_conj _ hz, Complex.conj_im]

/-- Above threshold, the integrated imaginary part with `+i ε` minus that with `-i ε` tends
to `2π √(1 - 4m²/s)` as `ε` decreases to zero. -/
theorem bubbleIm_discontinuity {m s : ℝ} (hs : 4 * m ^ 2 < s) :
    Tendsto (fun ε => bubbleIm m s (-ε) - bubbleIm m s ε) (𝓝[>] 0)
      (𝓝 (2 * π * Real.sqrt (1 - 4 * m ^ 2 / s))) := by
  have h := (bubbleIm_above_threshold hs).const_mul (-2)
  rw [show -2 * (-π * Real.sqrt (1 - 4 * m ^ 2 / s)) =
    2 * π * Real.sqrt (1 - 4 * m ^ 2 / s) by ring] at h
  refine h.congr' ?_
  filter_upwards [self_mem_nhdsWithin] with ε hε
  rw [bubbleIm_neg m s (Set.mem_Ioi.1 hε).ne']
  ring

end

end BubbleImaginaryPart
```

```lean
#print axioms BubbleImaginaryPart.bubbleIm_above_threshold
#print axioms BubbleImaginaryPart.bubbleIm_below_threshold
#print axioms BubbleImaginaryPart.bubbleIm_discontinuity
```

```
'BubbleImaginaryPart.bubbleIm_above_threshold' depends on axioms: [propext, Classical.choice, Quot.sound]
'BubbleImaginaryPart.bubbleIm_below_threshold' depends on axioms: [propext, Classical.choice, Quot.sound]
'BubbleImaginaryPart.bubbleIm_discontinuity' depends on axioms: [propext, Classical.choice, Quot.sound]
```

## What the theorems say about the bubble

`feynmanDelta m s x` is Δ(x), with m the common mass of the two internal lines, s the invariant square of the four-momentum flowing through the bubble (above threshold, the squared centre-of-mass energy) and x the Feynman parameter, all real numbers. `bubbleIm m s ε` is B(ε), an integral over x from 0 to 1. `Complex.log` is the principal logarithm, which assigns the phase +π to a negative real number.

The main theorem, `bubbleIm_above_threshold`, has the single hypothesis `4 * m ^ 2 < s`. Its conclusion is a `Tendsto` statement: as ε approaches zero through positive values, written `𝓝[>] 0`, `bubbleIm m s ε` approaches `-π * Real.sqrt (1 - 4 * m ^ 2 / s)`. The sign of m is irrelevant because only m² occurs.

The term −iε is put in by definition. It stands for the Feynman prescription, in which m² is replaced by m² − iε in the propagators, and it selects the lower side of the logarithm's cut along the negative real axis, which in the variable s corresponds to approaching the real axis from above. The theorem `bubbleIm_discontinuity` compares the two sides: the value with +iε minus the value with −iε tends to `2 * π * Real.sqrt (1 - 4 * m ^ 2 / s)`.

The logarithm is taken of a quantity with the dimension of mass squared, in whatever units m and s are expressed. Dividing its whole argument by a positive reference scale μ² would leave the phase unchanged.

In units with c = 1, the square root is the speed of each of two particles of mass m in their centre-of-mass frame, and in four spacetime dimensions the two-particle phase space is proportional to it. The integral here belongs to the one-loop scalar bubble with constant vertices. It is not yet the imaginary part of the bubble itself: if the product of the two propagators 1/(q² − m² + iε) is integrated with the measure d⁴k/(iπ²), the logarithm enters with a minus sign, and the imaginary part of the bubble is +π√(1 − 4m²/s). The file starts from the Feynman-parameter integral: the loop momentum integral, its ultraviolet divergence, the real part and the link to a cross section through unitarity are not treated. The photon's vacuum polarisation in QED carries an additional weight x(1−x) under the integral, which is absent here.

The companion theorem `bubbleIm_below_threshold` assumes `s ≤ 4 * m ^ 2` and `m ≠ 0`. Without the second condition it fails at m = s = 0. There Δ(x) = 0 for every x, the integrand is Im log(−iε) = −π/2, and B(ε) = −π/2 for all ε > 0, so the limit is not 0. For m = 0 and s < 0 the limit is still 0, because Δ(x) > 0 for 0 < x < 1, but the theorem does not cover that case.

## How the proof follows the phase

**The two pointwise limits.** `phase_of_pos` and `phase_of_neg` treat a fixed denominator D. Both first show that D − iε tends to D. For D > 0 the argument function is continuous at D, and its value there is 0. For D < 0 it is discontinuous, so the proof also records, in `hw`, that D − iε has negative imaginary part when ε > 0. Mathlib's one-sided limit of the argument from the lower half plane then gives −π.

**The exchange of limit and integral.** `tendsto_bubbleIm` assumes that the phase has a limit `f x` for almost every x in the integration range, and concludes that B(ε) tends to the integral of `f`. It applies dominated convergence with the constant bound π. Its two side goals are the measurability of the integrand, which follows from that of the logarithm, and the bound itself, supplied by `Complex.abs_arg_le_pi`.

**The sign of Δ.** `feynmanDelta_factor` proves the factorisation from the relation sβ² = s − 4m². The tactic `linear_combination (1 / 4) * h` says that left side minus right side of the factorisation equals a quarter of left side minus right side of that relation. After completing the square, only the constant terms −(s − 4m²)/4 and −sβ²/4 remain to be matched, and the relation makes them equal. `feynmanDelta_neg_iff` turns the factorisation into the statement that Δ(x) < 0 exactly between the roots. If x lies at or beyond either root, the two factors have a nonnegative product, which contradicts Δ(x) < 0. Between the roots the factors have opposite signs.

**The assembly above threshold.** `bubbleIm_above_threshold` first derives s > 0, 0 ≤ β ≤ 1 and sβ² = s − 4m² for the square root, and then uses `generalize` to replace the root by a letter β that carries only these facts. The limiting integrand is written as an indicator function, equal to −π on the open interval between the roots and to 0 elsewhere. The step `hint` computes its integral as −πβ, using β ≤ 1 to place the interval inside the integration range.

It remains to check the pointwise limit almost everywhere. The facts `ha` and `hb` remove the two roots, which have measure zero. For any other x there are two cases. Inside the interval Δ(x) is negative and `phase_of_neg` applies. Outside it Δ(x) is nonnegative and, by the factorisation, nonzero, so `phase_of_pos` applies.

**The remaining theorems.** `bubbleIm_below_threshold` removes the point x = 1/2 and obtains Δ(x) > 0 from the sum of two nonnegative terms given above; `nlinarith` combines them. `bubbleIm_neg` uses the rule that the logarithm of a conjugate is the conjugate of the logarithm, which requires the argument to differ from π. That is where ε ≠ 0 enters, since a number with argument π is real. `bubbleIm_discontinuity` multiplies the main limit by −2 and uses `bubbleIm_neg` to identify −2B(ε) with B(−ε) − B(ε) for ε > 0.
